# Every k-body density matrix element of an occupation-basis Slater determinant is a determinant of zeros and ones

If mode p is occupied in a Slater determinant e(S), the creator c(p) kills e(S), so c(p)a(q) = δ(p,q) − a(q)c(p) has expectation value δ(p,q); if p is empty, the expectation value is 0, because c(p) produces only configurations with p filled. The same two cases, applied to one creator at a time, settle strings of k creators and k annihilators.

```lean
import Mathlib

namespace DeterminantReducedDensityMatrix

noncomputable section

variable {n : ℕ}

/-- Fermionic Fock space of `n` modes: a complex amplitude for every set of occupied modes. -/
abbrev Fock (n : ℕ) := Finset (Fin n) → ℂ

/-- The Jordan-Wigner sign: a factor `-1` for every occupied mode below `p`. -/
def jwSign (p : Fin n) (T : Finset (Fin n)) : ℂ := ∏ r ∈ T, if r < p then -1 else 1

/-- The Jordan-Wigner annihilation operator of mode `q`. -/
def ann (q : Fin n) : Module.End ℂ (Fock n) where
  toFun ψ T := if q ∈ T then 0 else jwSign q T * ψ (insert q T)
  map_add' φ ψ := by
    funext T
    by_cases h : q ∈ T <;> simp [h, mul_add]
  map_smul' z ψ := by
    funext T
    by_cases h : q ∈ T <;> simp [h, mul_left_comm]

/-- The Jordan-Wigner creation operator of mode `p`. -/
def cre (p : Fin n) : Module.End ℂ (Fock n) where
  toFun ψ T := if p ∈ T then jwSign p T * ψ (T.erase p) else 0
  map_add' φ ψ := by
    funext T
    by_cases h : p ∈ T <;> simp [h, mul_add]
  map_smul' z ψ := by
    funext T
    by_cases h : p ∈ T <;> simp [h, mul_left_comm]

/-- The determinant in which exactly the modes of `S` are occupied. -/
def slater (S : Finset (Fin n)) : Fock n := fun T => if T = S then 1 else 0

/-- The expectation value `⟨ψ, X ψ⟩`. -/
def expect (ψ : Fock n) (X : Module.End ℂ (Fock n)) : ℂ := ∑ T, star (ψ T) * X ψ T

/-- The string `c(p₀) c(p₁) ... c(p_(k-1))`, which is the identity for `k = 0`. -/
def creString : (k : ℕ) → (Fin k → Fin n) → Module.End ℂ (Fock n)
  | 0, _ => 1
  | k + 1, p => cre (p 0) * creString k (fun i => p i.succ)

/-- The string `a(q_(k-1)) ... a(q₁) a(q₀)`, which is the identity for `k = 0`. -/
def annString : (k : ℕ) → (Fin k → Fin n) → Module.End ℂ (Fock n)
  | 0, _ => 1
  | k + 1, q => annString k (fun i => q i.succ) * ann (q 0)

/-- The number 1 if `p = q` is an occupied mode of `S`, and 0 otherwise. -/
def occDelta (S : Finset (Fin n)) (p q : Fin n) : ℂ := if p = q ∧ p ∈ S then 1 else 0

private lemma ann_apply (q : Fin n) (ψ : Fock n) (T : Finset (Fin n)) :
    ann q ψ T = if q ∈ T then 0 else jwSign q T * ψ (insert q T) := rfl

private lemma cre_apply (p : Fin n) (ψ : Fock n) (T : Finset (Fin n)) :
    cre p ψ T = if p ∈ T then jwSign p T * ψ (T.erase p) else 0 := rfl

private lemma jwSign_mul_self (p : Fin n) (T : Finset (Fin n)) :
    jwSign p T * jwSign p T = 1 := by
  unfold jwSign
  rw [← Finset.prod_mul_distrib]
  apply Finset.prod_eq_one
  intro r _
  split_ifs <;> norm_num

private lemma jwSign_insert (p : Fin n) {q : Fin n} {T : Finset (Fin n)} (h : q ∉ T) :
    jwSign p (insert q T) = (if q < p then -1 else 1) * jwSign p T :=
  Finset.prod_insert h

private lemma jwSign_erase (p : Fin n) {q : Fin n} {T : Finset (Fin n)} (h : q ∈ T) :
    jwSign p (T.erase q) = (if q < p then -1 else 1) * jwSign p T := by
  have h1 := jwSign_insert p (Finset.notMem_erase q T)
  rw [Finset.insert_erase h] at h1
  rw [h1]
  split_ifs <;> ring

private lemma sign_swap {p q : Fin n} (h : p ≠ q) :
    (if p < q then (-1 : ℂ) else 1) = -(if q < p then -1 else 1) := by
  rcases lt_or_gt_of_ne h with h | h
  · simp [h, not_lt_of_ge h.le]
  · simp [h, not_lt_of_ge h.le]

/-- Two creation operators anticommute. -/
theorem cre_anticomm (p q : Fin n) : cre p * cre q = -(cre q * cre p) := by
  refine LinearMap.ext fun ψ => funext fun T => ?_
  change cre p (cre q ψ) T = -(cre q (cre p ψ) T)
  simp only [cre_apply]
  rcases eq_or_ne p q with rfl | hpq
  · simp
  by_cases hp : p ∈ T
  · by_cases hq : q ∈ T
    · rw [if_pos hp, if_pos (Finset.mem_erase.2 ⟨hpq.symm, hq⟩), if_pos hq,
        if_pos (Finset.mem_erase.2 ⟨hpq, hp⟩), jwSign_erase q hp, jwSign_erase p hq,
        Finset.erase_right_comm, sign_swap hpq]
      ring
    · simp [hq]
  · simp [hp]

/-- The anticommutator of a creation and an annihilation operator is the Kronecker delta. -/
theorem cre_ann_anticomm (p q : Fin n) :
    cre p * ann q + ann q * cre p = (if p = q then (1 : ℂ) else 0) • 1 := by
  refine LinearMap.ext fun ψ => funext fun T => ?_
  change cre p (ann q ψ) T + ann q (cre p ψ) T = (if p = q then (1 : ℂ) else 0) * ψ T
  simp only [cre_apply, ann_apply]
  rcases eq_or_ne p q with rfl | hpq
  · by_cases hp : p ∈ T
    · simp [hp, jwSign_erase p hp, Finset.insert_erase hp, ← mul_assoc, jwSign_mul_self]
    · simp [hp, jwSign_insert p hp, ← mul_assoc, jwSign_mul_self]
  by_cases hp : p ∈ T
  · by_cases hq : q ∈ T
    · simp [hq, hpq, hpq.symm]
    · rw [if_pos hp, if_neg (show q ∉ T.erase p from fun h => hq (Finset.mem_of_mem_erase h)),
        if_neg hq, if_pos (Finset.mem_insert_of_mem hp), if_neg hpq, jwSign_erase q hp,
        jwSign_insert p hq, Finset.erase_insert_of_ne hpq.symm, sign_swap hpq]
      ring
  · simp [hp, hpq]

/-- Moving a creation operator through `k` others gives the sign `(-1)^k`. -/
theorem cre_mul_creString (p : Fin n) (k : ℕ) : ∀ r : Fin k → Fin n,
    cre p * creString k r = (-1 : ℂ) ^ k • (creString k r * cre p) := by
  induction k with
  | zero => intro r; simp [creString]
  | succ k ih =>
    intro r
    have h : cre p * cre (r 0) = (-1 : ℂ) • (cre (r 0) * cre p) :=
      (cre_anticomm p (r 0)).trans (neg_one_smul ℂ _).symm
    rw [creString, ← mul_assoc, h, smul_mul_assoc,
      mul_assoc (cre (r 0)) (cre p), ih, mul_smul_comm,
      mul_assoc (cre (r 0)) (creString k _) (cre p), pow_succ]
    module

/-- Moving a creation operator through a string of annihilation operators leaves a signed sum
of single contractions, each with one annihilation operator removed. -/
theorem cre_mul_annString (p : Fin n) (k : ℕ) : ∀ q : Fin (k + 1) → Fin n,
    cre p * annString (k + 1) q = (-1 : ℂ) ^ (k + 1) • (annString (k + 1) q * cre p) +
      ∑ j : Fin (k + 1), ((-1 : ℂ) ^ (k + (j : ℕ)) * if p = q j then 1 else 0) •
        annString k (fun i => q (j.succAbove i)) := by
  induction k with
  | zero =>
    intro q
    have h := eq_sub_of_add_eq (cre_ann_anticomm p (q 0))
    have hA : annString (0 + 1) q = ann (q 0) := one_mul _
    rw [Fin.sum_univ_succ, Fin.sum_univ_zero, hA, h]
    change _ = (-1 : ℂ) ^ (0 + 1) • _ + (((-1 : ℂ) ^ 0 * if p = q 0 then 1 else 0) •
      (1 : Module.End ℂ (Fock n)) + 0)
    module
  | succ k ih =>
    intro q
    have hA : annString (k + 1 + 1) q
        = annString (k + 1) (fun i => q i.succ) * ann (q 0) := rfl
    have hc := eq_sub_of_add_eq (cre_ann_anticomm p (q 0))
    have hj : ∀ j : Fin (k + 1), annString (k + 1) (fun i => q (j.succ.succAbove i))
        = annString k (fun i => q (j.succAbove i).succ) * ann (q 0) := by
      intro j
      simp [annString]
    have hs : ∀ m : ℕ, (-1 : ℂ) ^ (k + 1 + (m + 1)) = (-1) ^ (k + m) := by
      intro m
      ring
    -- contract with the later operators first, then with the rightmost one
    rw [Fin.sum_univ_succ, hA, ← mul_assoc (cre p), ih fun i => q i.succ, add_mul,
      smul_mul_assoc, mul_assoc _ (cre p), hc, Finset.sum_mul]
    simp only [hj, hs, Fin.succAbove_zero, Fin.val_succ, Fin.val_zero, smul_mul_assoc,
      mul_sub, mul_smul_comm, mul_one, add_zero, mul_assoc]
    module

private lemma cre_slater {S : Finset (Fin n)} {p : Fin n} (hp : p ∈ S) :
    cre p (slater S) = 0 := by
  funext T
  have h : T.erase p ≠ S := fun h => Finset.notMem_erase p T (by rw [h]; exact hp)
  simp [cre_apply, slater, h]

private lemma expect_slater (S : Finset (Fin n)) (X : Module.End ℂ (Fock n)) :
    expect (slater S) X = X (slater S) S := by
  rw [expect, Finset.sum_eq_single S]
  · simp [slater]
  · intro T _ h
    simp [slater, h]
  · simp

/-- The `k`-body reduced density matrix of a determinant: the expectation value of
`c(p₀)...c(p_(k-1)) a(q_(k-1))...a(q₀)` is the determinant of the matrix of occupied deltas. -/
theorem expect_strings_eq_det (S : Finset (Fin n)) (k : ℕ) : ∀ p q : Fin k → Fin n,
    expect (slater S) (creString k p * annString k q)
      = Matrix.det (Matrix.of fun i j => occDelta S (p i) (q j)) := by
  induction k with
  | zero =>
    intro p q
    rw [expect_slater]
    simp [creString, annString, slater]
  | succ k ih =>
    intro p q
    rw [Matrix.det_succ_row_zero]
    by_cases hp : p 0 ∈ S
    · -- move the first creator to the right, where it annihilates the determinant
      have hop : creString (k + 1) p * annString (k + 1) q = (-1 : ℂ) ^ k •
          (creString k (fun i => p i.succ) * (cre (p 0) * annString (k + 1) q)) := by
        rw [creString, cre_mul_creString, smul_mul_assoc, mul_assoc]
      rw [expect_slater, hop, cre_mul_annString]
      simp only [LinearMap.smul_apply, Module.End.mul_apply, LinearMap.add_apply,
        LinearMap.sum_apply, cre_slater hp, map_zero, smul_zero, zero_add, map_sum, map_smul,
        Pi.smul_apply, Finset.sum_apply, smul_eq_mul, Finset.mul_sum]
      -- the contractions are the terms of the Laplace expansion
      refine Finset.sum_congr rfl fun j _ => ?_
      have h := ih (fun i => p i.succ) (fun i => q (j.succAbove i))
      rw [expect_slater, Module.End.mul_apply] at h
      have hdet : (Matrix.of fun i j => occDelta S (p i) (q j)).submatrix Fin.succ j.succAbove
          = Matrix.of fun i l => occDelta S (p i.succ) (q (j.succAbove l)) := rfl
      have hd : occDelta S (p 0) (q j) = if p 0 = q j then 1 else 0 := by
        simp [occDelta, hp]
      have hs : (-1 : ℂ) ^ k * (-1) ^ (k + (j : ℕ)) = (-1) ^ (j : ℕ) := by
        rw [pow_add, ← mul_assoc, ← mul_pow]
        norm_num
      rw [hdet, ← h, Matrix.of_apply, hd, ← hs]
      ring
    · -- mode `p 0` is filled after the last creator, so the amplitude at `S` is 0, as is the first row
      rw [expect_slater, creString, mul_assoc, Module.End.mul_apply, cre_apply, if_neg hp]
      symm
      apply Finset.sum_eq_zero
      intro j _
      simp [occDelta, hp]

/-- The one-body density matrix of a determinant is diagonal, with entry 1 on occupied modes
and 0 on empty ones. -/
theorem expect_one_body (S : Finset (Fin n)) (p q : Fin n) :
    expect (slater S) (cre p * ann q) = occDelta S p q := by
  have h := expect_strings_eq_det S 1 (fun _ => p) (fun _ => q)
  simpa [creString, annString] using h

/-- The two-body density matrix of a determinant is the direct product of one-body
expectation values minus the exchange product. -/
theorem expect_two_body (S : Finset (Fin n)) (p r q s : Fin n) :
    expect (slater S) (cre p * cre r * (ann s * ann q))
      = expect (slater S) (cre p * ann q) * expect (slater S) (cre r * ann s)
        - expect (slater S) (cre p * ann s) * expect (slater S) (cre r * ann q) := by
  have h := expect_strings_eq_det S 2 ![p, r] ![q, s]
  rw [Matrix.det_fin_two] at h
  simp only [expect_one_body]
  simpa [creString, annString] using h

/-- The `k`-body density matrix of a determinant vanishes when `k` exceeds the number of
particles. -/
theorem expect_eq_zero_of_card_lt (S : Finset (Fin n)) {k : ℕ} (hk : S.card < k)
    (p q : Fin k → Fin n) :
    expect (slater S) (creString k p * annString k q) = 0 := by
  rw [expect_strings_eq_det]
  by_cases h : ∀ i, p i ∈ S
  · -- by the pigeonhole principle two creators coincide, so two rows are equal
    have hcard : S.card < (Finset.univ : Finset (Fin k)).card := by simpa using hk
    obtain ⟨i, _, j, _, hij, he⟩ :=
      Finset.exists_ne_map_eq_of_card_lt_of_maps_to hcard (f := p) (fun i _ => h i)
    apply Matrix.det_zero_of_row_eq hij
    funext l
    simp [he]
  · obtain ⟨i, hi⟩ := not_forall.1 h
    apply Matrix.det_eq_zero_of_row_eq_zero i
    intro j
    simp [occDelta, hi]

end

end DeterminantReducedDensityMatrix
```

```lean
#print axioms DeterminantReducedDensityMatrix.expect_one_body
#print axioms DeterminantReducedDensityMatrix.expect_two_body
#print axioms DeterminantReducedDensityMatrix.expect_eq_zero_of_card_lt
```

```
'DeterminantReducedDensityMatrix.expect_one_body' depends on axioms: [propext, Classical.choice, Quot.sound]
'DeterminantReducedDensityMatrix.expect_two_body' depends on axioms: [propext, Classical.choice, Quot.sound]
'DeterminantReducedDensityMatrix.expect_eq_zero_of_card_lt' depends on axioms: [propext, Classical.choice, Quot.sound]
```

## Modes, signs and expectation values

A state in `Fock n` assigns a complex amplitude ψ(T) to each set T of occupied modes, out of n modes numbered from 0. The state `slater S`, written e(S), has amplitude 1 at S and 0 elsewhere, so it is normalised. `expect` is the usual sum over T of ψ(T)* (Xψ)(T), without division by ⟨ψ,ψ⟩.

Let ε(r,p) be −1 if r < p and 1 otherwise, and let σ(p,T), which is `jwSign p T`, be the product of ε(r,p) over r in T. The operators `cre p` and `ann q` are

(c(p)ψ)(T) = σ(p,T) ψ(T∖{p}) if p ∈ T, and 0 otherwise,

(a(q)ψ)(T) = σ(q,T) ψ(T∪{q}) if q ∉ T, and 0 otherwise.

Products act from right to left. For index tuples p and q of length k, the main theorem, `expect_strings_eq_det`, says

⟨c(p₀)…c(pₖ₋₁) a(qₖ₋₁)…a(q₀)⟩ = det M, with Mᵢⱼ = 1 if pᵢ = qⱼ ∈ S, and 0 otherwise.

The entry Mᵢⱼ is `occDelta S (p i) (q j)`. The theorem holds for every k, including 0, and indices may repeat. The density matrix carries no factor 1/k!.

This is Wick's expansion for one operator order and one class of states. The determinant must be built from the same modes that label the operators; rotated orbitals and infinitely many modes are not treated.

## Anticommutation from the signs

Adding q to T, or removing it, multiplies σ(p,T) by ε(q,p); these are `jwSign_insert` and `jwSign_erase`. For p ≠ q, exactly one of p < q and q < p holds, so ε(p,q) = −ε(q,p), which is `sign_swap`.

Take p ≠ q, both in T. Then

(c(p)c(q)ψ)(T) = σ(p,T) σ(q,T∖{p}) ψ(T∖{p,q}) = ε(p,q) σ(p,T) σ(q,T) ψ(T∖{p,q}).

Exchanging p and q changes only ε, which flips the sign. If p or q is missing from T, or if p = q, both orders give 0. Hence c(p)c(q) = −c(q)c(p).

For the mixed pair with p ≠ q, p ∈ T and q ∉ T, let T′ = (T∖{p})∪{q}. Then

(c(p)a(q)ψ)(T) = ε(p,q) σ(p,T) σ(q,T) ψ(T′),

(a(q)c(p)ψ)(T) = ε(q,p) σ(p,T) σ(q,T) ψ(T′),

and the sum is 0. For other T both terms vanish. If p = q, exactly one of the two orders contributes, and it gives σ(p,T)² ψ(T) = ψ(T). Therefore

c(p)a(q) + a(q)c(p) = δ(p,q).

The Lean proofs of `cre_anticomm` and `cre_ann_anticomm` follow these cases at a fixed T, and `ring` compares the signs.

## From contractions to the Laplace expansion

The proof is by induction on k. For k = 0 both strings are the identity, and ⟨1⟩ = 1 is the determinant of the empty matrix.

For k + 1 operators of each kind, write C′ = c(p₁)…c(pₖ) and A = a(qₖ)…a(q₀), and let Aⱼ be A with a(qⱼ) removed. Moving c(p₀) through C′ costs k sign changes (`cre_mul_creString`):

c(p₀)C′ = (−1)ᵏ C′c(p₀).

Moving it through A leaves a contraction at each annihilator. Before reaching a(qⱼ) it has passed k − j others, and (−1)ᵏ⁻ʲ = (−1)ᵏ⁺ʲ, so

c(p₀)A = (−1)ᵏ⁺¹ A c(p₀) + Σⱼ (−1)ᵏ⁺ʲ δ(p₀,qⱼ) Aⱼ, with j = 0, …, k.

This is `cre_mul_annString`. It has its own induction, which passes the operators to the left of a(q₀) first and contracts with a(q₀) last. In Lean, `j.succAbove` lists the indices other than j.

**If p₀ ∈ S**, then c(p₀)e(S) = 0 by `cre_slater`, and only the contractions survive:

⟨c(p₀)C′A⟩ = Σⱼ (−1)ʲ δ(p₀,qⱼ) ⟨C′Aⱼ⟩.

By the induction hypothesis ⟨C′Aⱼ⟩ is the minor of M without row 0 and column j. The sum is the Laplace expansion along row 0, supplied by `Matrix.det_succ_row_zero`.

**If p₀ ∉ S**, the amplitude at S of any state c(p₀)φ is 0. By `expect_slater` that amplitude is the expectation value. Row 0 of M is zero as well, so both sides vanish.

## Direct, exchange and too many particles

For k = 1 the density matrix is diagonal, with 1 on occupied modes and 0 on empty ones. For k = 2 the determinant has two products:

⟨c(p)c(r)a(s)a(q)⟩ = ⟨c(p)a(q)⟩⟨c(r)a(s)⟩ − ⟨c(p)a(s)⟩⟨c(r)a(q)⟩.

When the modes are orthonormal spin orbitals, this reduces the two-electron energy of a determinant built from them to the direct and exchange terms of Hartree–Fock theory.

If k exceeds the number of particles |S|, the expectation value is 0: either some pᵢ is empty and M has a zero row, or two of the pᵢ coincide and M has two equal rows. The strict inequality is needed. With k = |S| and both p and q listing S in the same order, M is the identity and the value is 1.

## An exchange sign, and a state that does not factorise

Take S = {0,2} in three modes, p = (0,2) and q = (2,0). The matrix M has rows (0,1) and (1,0), so its determinant is −1. Applying the operators of c(0)c(2)a(0)a(2) in turn gives

e({0,2}) → −e({0}) → −e(∅) → −e({2}) → −e({0,2}).

The first step carries the minus sign because mode 0 is occupied below mode 2.

The two-body formula can fail for a superposition of determinants. In four modes let ψ = (e({0,1}) + e({2,3}))/√2. Then ⟨c(0)c(1)a(1)a(0)⟩ = 1/2, while ⟨c(0)a(0)⟩ = ⟨c(1)a(1)⟩ = 1/2 and ⟨c(0)a(1)⟩ = ⟨c(1)a(0)⟩ = 0, so direct minus exchange gives only 1/4.
